# No transverse wave in zincblende is stiffened piezoelectrically more than the [110] shear wave polarized along [001]

## Why does [111] not win?

Let $q=(q_0,q_1,q_2)$ be the unit vector along which an acoustic plane wave travels in an insulating zincblende crystal, with components along the cube axes, and let $u$ be its unit polarization vector. Let $e_{14}$ be the piezoelectric constant and $\varepsilon>0$ the permittivity. The wave's own longitudinal electric field adds $e_{14}^2f^2/\varepsilon$ to its elastic stiffness, where

$$f=2(q_0q_1u_2+q_1q_2u_0+q_2q_0u_1).$$

For $q$ along [110] and $u$ along [001] I get $f=1$, and I have read that this is the maximum for transverse waves. But only one of the three terms contributes there. Along [111] all three products of direction cosines are nonzero, and the vector multiplying $u$ is longer. Could a transverse wave in some direction between [110] and [111] do better?

## The longer vector points along $q$

No. Write $f=w\cdot u$ with $w=2(q_1q_2,\,q_2q_0,\,q_0q_1)$. Along [111] we have $|w|^2=4/3$, but $w$ is parallel to $q$, so a transverse polarization feels none of it. What counts is the part of $w$ perpendicular to $q$.

**From Gauss's law to $f^2$.** Take the displacement as $u\,e^{ik q\cdot r}$, with wavenumber $k$, and remove the common factor $ik$ from strain and field. The strain is $S_{jk}=(q_ju_k+q_ku_j)/2$, and a potential of amplitude $\varphi$ gives the field $E_i=-\varphi q_i$. The piezoelectric tensor $e_{ijk}$ equals $e_{14}$ when its indices all differ and zero otherwise. The displacement field is $D_i=\sum_{jk}e_{ijk}S_{jk}+\varepsilon E_i$, so

$$q\cdot D=e_{14}f-\varepsilon\varphi .$$

Without free charge this vanishes, and $\varphi=e_{14}f/\varepsilon$. The field produces the stress $-\sum_i e_{ijk}E_i$. Contracted with $q_j$ and $u_k$, it gives $\varphi e_{14}f=e_{14}^2f^2/\varepsilon$.

**The bound.** Put $t=w\cdot q=6q_0q_1q_2$. Since $q\cdot u=0$, we have $f=(w-tq)\cdot u$. The Cauchy-Schwarz inequality gives

$$f^2\le|w|^2-t^2=4(AB+BC+CA)-36ABC,$$

where $A=q_0^2$, $B=q_1^2$, $C=q_2^2$ and $A+B+C=1$. Let $C$ be the smallest of the three, which symmetry allows. Then

$$1+9ABC-4(AB+BC+CA)=(A-B)^2(A+B-C)+C(A-C)(B-C)\ge0,$$

which is Schur's inequality. Together these give

$$f^2\le1-27(q_0q_1q_2)^2\le1 .$$

**Equality.** If $f^2=1$, some direction cosine vanishes, say $q_2=0$. Then $q_0^2+q_1^2=1$ and

$$1=f^2=4q_0^2q_1^2u_2^2=\bigl[1-(q_0^2-q_1^2)^2\bigr]u_2^2 .$$

Neither factor exceeds one, so $u_2^2=1$ and $q_0^2=q_1^2=1/2$. Conversely, these values give $f^2=1$. The maximum is therefore reached for $q$ along a face diagonal and $u$ along the cube axis normal to that face, and nowhere else.

## What the theorems say about the wave

Vectors are functions `Fin 3 → ℝ`, with indices 0, 1, 2 for $x,y,z$. `IsTransverse q u` says that $q$ and $u$ are orthogonal unit vectors. The letter `q` is a direction here, whereas phonon texts often use it for the full wavevector. `coupling` is the angular factor $f$, not the electromechanical coupling factor $K^2$, and `stiffening` is the added stiffness, not the total. The parameter `eps` is the full permittivity, a single number because the crystal is cubic.

`GaussLaw` is the condition $q\cdot D=0$. The theorem `gaussLaw_iff` shows that for a unit direction and nonzero permittivity it fixes the potential.

The main theorem, `stiffening_le_and_eq_iff`, takes a transverse pair, positive permittivity and a potential obeying Gauss's law. It states that the stiffening is at most $e_{14}^2/\varepsilon$. If $e_{14}\ne0$, equality holds exactly when there is an axis `i` with $q_i=0$, $u_i^2=1$ and $q_j^2=1/2$ for the other two axes. The squares leave all signs free. `shear_110` confirms that the [110] wave polarized along [001] is transverse, obeys Gauss's law with $\varphi=e_{14}/\varepsilon$ and has stiffening $e_{14}^2/\varepsilon$.

The form of the piezoelectric tensor and the purely longitudinal, electrostatic field are built into the definitions. The step left to the user is that $u$ be the polarization of an actual acoustic mode: in a general direction the shear modes are not exactly transverse, and the bound is not proved for them. For [110] with [001], cubic symmetry makes it an exact mode.

```lean
import Mathlib

open Matrix

namespace ZincblendePiezoelectricStiffening

noncomputable section

/-- The wave direction `q` and the polarization `u` are orthogonal unit vectors. -/
structure IsTransverse (q u : Fin 3 → ℝ) : Prop where
  unit_q : q ⬝ᵥ q = 1
  unit_u : u ⬝ᵥ u = 1
  orth : q ⬝ᵥ u = 0

/-- The zincblende piezoelectric tensor: `e14` if all three indices differ, zero otherwise. -/
def piezoTensor (e14 : ℝ) (i j k : Fin 3) : ℝ :=
  if i ≠ j ∧ j ≠ k ∧ k ≠ i then e14 else 0

/-- Strain amplitude of a plane wave, with the common factor `ik` removed. -/
def strain (q u : Fin 3 → ℝ) (j k : Fin 3) : ℝ := (q j * u k + q k * u j) / 2

/-- Longitudinal electric field of a potential wave of amplitude `φ`, with `ik` removed. -/
def eField (φ : ℝ) (q : Fin 3 → ℝ) (i : Fin 3) : ℝ := -φ * q i

/-- Electric displacement: piezoelectric polarization plus the dielectric response. -/
def dField (e14 eps φ : ℝ) (q u : Fin 3 → ℝ) (i : Fin 3) : ℝ :=
  (∑ j, ∑ k, piezoTensor e14 i j k * strain q u j k) + eps * eField φ q i

/-- Gauss's law without free charge: the displacement has no component along `q`. -/
def GaussLaw (e14 eps φ : ℝ) (q u : Fin 3 → ℝ) : Prop :=
  ∑ i, q i * dField e14 eps φ q u i = 0

/-- Piezoelectric stiffening: the stress due to the electric field, contracted with
the wave direction and the polarization. -/
def stiffening (e14 φ : ℝ) (q u : Fin 3 → ℝ) : ℝ :=
  ∑ j, ∑ k, q j * (-∑ i, piezoTensor e14 i j k * eField φ q i) * u k

/-- The angular factor of the coupling between a wave and its longitudinal field. -/
def coupling (q u : Fin 3 → ℝ) : ℝ :=
  2 * (q 0 * q 1 * u 2 + q 1 * q 2 * u 0 + q 2 * q 0 * u 1)

/-- The longitudinal displacement is the piezoelectric source minus the dielectric screening. -/
theorem longitudinal_dField (e14 eps φ : ℝ) (q u : Fin 3 → ℝ) :
    ∑ i, q i * dField e14 eps φ q u i = e14 * coupling q u - eps * φ * (q ⬝ᵥ q) := by
  simp [dField, piezoTensor, strain, eField, coupling, dotProduct, Fin.sum_univ_three]
  ring

/-- The stiffening is the potential amplitude times the piezoelectric coupling. -/
theorem stiffening_eq (e14 φ : ℝ) (q u : Fin 3 → ℝ) :
    stiffening e14 φ q u = φ * (e14 * coupling q u) := by
  simp [stiffening, piezoTensor, eField, coupling, Fin.sum_univ_three]
  ring

/-- For a unit wave direction and nonzero permittivity, Gauss's law fixes the potential. -/
theorem gaussLaw_iff {e14 eps φ : ℝ} {q u : Fin 3 → ℝ} (heps : eps ≠ 0)
    (hq : q ⬝ᵥ q = 1) :
    GaussLaw e14 eps φ q u ↔ φ = e14 * coupling q u / eps := by
  unfold GaussLaw
  rw [longitudinal_dField, hq, eq_div_iff heps]
  constructor <;> intro h <;> linear_combination -h

/-- Schur's inequality for three nonnegative numbers with sum one. -/
theorem schur_unit {A B C : ℝ} (hA : 0 ≤ A) (hB : 0 ≤ B) (hC : 0 ≤ C)
    (h1 : A + B + C = 1) : 4 * (A * B + B * C + C * A) ≤ 1 + 9 * (A * B * C) := by
  -- the case in which the third number is the smallest
  have key : ∀ a b c : ℝ, 0 ≤ c → c ≤ a → c ≤ b → a + b + c = 1 →
      4 * (a * b + b * c + c * a) ≤ 1 + 9 * (a * b * c) := by
    intro a b c hc ha hb hs
    have p1 := mul_nonneg (sq_nonneg (a - b)) (show 0 ≤ a + b - c by linarith)
    have p2 := mul_nonneg (mul_nonneg hc (sub_nonneg.mpr ha)) (sub_nonneg.mpr hb)
    obtain rfl : a = 1 - b - c := by linarith
    nlinarith [p1, p2]
  rcases le_total A B with h | h
  · rcases le_total A C with h' | h'
    · linarith [key B C A hA h h' (by linarith)]
    · exact key A B C hC h' (h'.trans h) h1
  · rcases le_total B C with h' | h'
    · linarith [key A C B hB h h' (by linarith)]
    · exact key A B C hC (h'.trans h) h' h1

/-- For a transverse wave the squared coupling is at most one, less a term that
vanishes only if some direction cosine of `q` does. -/
theorem coupling_sq_le {q u : Fin 3 → ℝ} (h : IsTransverse q u) :
    coupling q u ^ 2 ≤ 1 - 27 * (q 0 * q 1 * q 2) ^ 2 := by
  obtain ⟨hq, hu, ho⟩ := h
  simp only [dotProduct, Fin.sum_univ_three] at hq hu ho
  have cs : ∀ a b c x y z : ℝ, (a * x + b * y + c * z) ^ 2 ≤
      (a ^ 2 + b ^ 2 + c ^ 2) * (x ^ 2 + y ^ 2 + z ^ 2) := by
    intro a b c x y z
    nlinarith [sq_nonneg (a * y - b * x), sq_nonneg (b * z - c * y),
      sq_nonneg (c * x - a * z)]
  obtain ⟨t, ht⟩ : ∃ t, t = 6 * (q 0 * q 1 * q 2) := ⟨_, rfl⟩
  -- remove the part of the coupling vector along `q`
  have hw : (2 * (q 1 * q 2) - t * q 0) * u 0 + (2 * (q 2 * q 0) - t * q 1) * u 1
      + (2 * (q 0 * q 1) - t * q 2) * u 2 = coupling q u := by
    unfold coupling
    linear_combination (-t) * ho
  have hn : (2 * (q 1 * q 2) - t * q 0) ^ 2 + (2 * (q 2 * q 0) - t * q 1) ^ 2
      + (2 * (q 0 * q 1) - t * q 2) ^ 2
      = 4 * (q 0 ^ 2 * q 1 ^ 2 + q 1 ^ 2 * q 2 ^ 2 + q 2 ^ 2 * q 0 ^ 2) - t ^ 2 := by
    linear_combination t ^ 2 * hq + 2 * t * ht
  have hu' : u 0 ^ 2 + u 1 ^ 2 + u 2 ^ 2 = 1 := by linear_combination hu
  have hc := cs (2 * (q 1 * q 2) - t * q 0) (2 * (q 2 * q 0) - t * q 1)
    (2 * (q 0 * q 1) - t * q 2) (u 0) (u 1) (u 2)
  rw [hw, hn, hu', mul_one] at hc
  have hs := schur_unit (sq_nonneg (q 0)) (sq_nonneg (q 1)) (sq_nonneg (q 2))
    (by linear_combination hq)
  have ht2 : t ^ 2 = 36 * (q 0 ^ 2 * q 1 ^ 2 * q 2 ^ 2) := by rw [ht]; ring
  have hp : (q 0 * q 1 * q 2) ^ 2 = q 0 ^ 2 * q 1 ^ 2 * q 2 ^ 2 := by ring
  rw [hp]
  linarith

/-- If `x² + y² = 1` and `c² ≤ 1`, then `(2xyc)² = 1` forces `c² = 1` and `x² = y² = 1/2`. -/
theorem planar_equality {x y c : ℝ} (h : x ^ 2 + y ^ 2 = 1) (hc : c ^ 2 ≤ 1)
    (h1 : (2 * (x * y * c)) ^ 2 = 1) : c ^ 2 = 1 ∧ x ^ 2 = 1 / 2 ∧ y ^ 2 = 1 / 2 := by
  have h4 : 4 * x ^ 2 * y ^ 2 = 1 - (x ^ 2 - y ^ 2) ^ 2 := by
    linear_combination (x ^ 2 + y ^ 2 + 1) * h
  have e : c ^ 2 - (x ^ 2 - y ^ 2) ^ 2 * c ^ 2 = 1 := by
    linear_combination h1 - c ^ 2 * h4
  have hc1 : c ^ 2 = 1 :=
    le_antisymm hc (by linarith [mul_nonneg (sq_nonneg (x ^ 2 - y ^ 2)) (sq_nonneg c)])
  rw [hc1] at e
  have hd : x ^ 2 - y ^ 2 = 0 := (pow_eq_zero_iff two_ne_zero).mp (by linarith)
  exact ⟨hc1, by linarith, by linarith⟩

/-- A transverse wave has coupling of modulus one exactly when `q` is a face diagonal
of the cube and `u` lies along the cube axis normal to that face. -/
theorem coupling_sq_eq_one_iff {q u : Fin 3 → ℝ} (h : IsTransverse q u) :
    coupling q u ^ 2 = 1 ↔
      ∃ i, q i = 0 ∧ u i ^ 2 = 1 ∧ ∀ j, j ≠ i → q j ^ 2 = 1 / 2 := by
  constructor
  · intro hf
    have hb := coupling_sq_le h
    obtain ⟨hq, hu, -⟩ := h
    simp only [dotProduct, Fin.sum_univ_three] at hq hu
    -- one direction cosine must vanish
    have hp : q 0 * q 1 * q 2 = 0 :=
      (pow_eq_zero_iff two_ne_zero).mp (le_antisymm (by linarith) (sq_nonneg _))
    unfold coupling at hf
    rcases mul_eq_zero.mp hp with h01 | hz
    · rcases mul_eq_zero.mp h01 with hz | hz
      · rw [hz] at hf hq
        obtain ⟨hc, hx, hy⟩ := planar_equality (x := q 1) (y := q 2) (c := u 0)
          (by linear_combination hq) (by nlinarith [sq_nonneg (u 1), sq_nonneg (u 2)])
          (by linear_combination hf)
        refine ⟨0, hz, hc, fun j hj => ?_⟩
        fin_cases j
        exacts [(hj rfl).elim, hx, hy]
      · rw [hz] at hf hq
        obtain ⟨hc, hx, hy⟩ := planar_equality (x := q 0) (y := q 2) (c := u 1)
          (by linear_combination hq) (by nlinarith [sq_nonneg (u 0), sq_nonneg (u 2)])
          (by linear_combination hf)
        refine ⟨1, hz, hc, fun j hj => ?_⟩
        fin_cases j
        exacts [hx, (hj rfl).elim, hy]
    · rw [hz] at hf hq
      obtain ⟨hc, hx, hy⟩ := planar_equality (x := q 0) (y := q 1) (c := u 2)
        (by linear_combination hq) (by nlinarith [sq_nonneg (u 0), sq_nonneg (u 1)])
        (by linear_combination hf)
      refine ⟨2, hz, hc, fun j hj => ?_⟩
      fin_cases j
      exacts [hx, hy, (hj rfl).elim]
  · rintro ⟨i, hi, hu, hj⟩
    unfold coupling
    fin_cases i
    · have hz : q 0 = 0 := hi
      have hc : u 0 ^ 2 = 1 := hu
      have hx : q 1 ^ 2 = 1 / 2 := hj 1 (by decide)
      have hy : q 2 ^ 2 = 1 / 2 := hj 2 (by decide)
      rw [hz]
      linear_combination 4 * q 2 ^ 2 * u 0 ^ 2 * hx + 2 * u 0 ^ 2 * hy + hc
    · have hz : q 1 = 0 := hi
      have hc : u 1 ^ 2 = 1 := hu
      have hx : q 0 ^ 2 = 1 / 2 := hj 0 (by decide)
      have hy : q 2 ^ 2 = 1 / 2 := hj 2 (by decide)
      rw [hz]
      linear_combination 4 * q 2 ^ 2 * u 1 ^ 2 * hx + 2 * u 1 ^ 2 * hy + hc
    · have hz : q 2 = 0 := hi
      have hc : u 2 ^ 2 = 1 := hu
      have hx : q 0 ^ 2 = 1 / 2 := hj 0 (by decide)
      have hy : q 1 ^ 2 = 1 / 2 := hj 1 (by decide)
      rw [hz]
      linear_combination 4 * q 1 ^ 2 * u 2 ^ 2 * hx + 2 * u 2 ^ 2 * hy + hc

/-- For positive permittivity and under Gauss's law, the stiffening of a transverse wave is at
most `e14²/eps`; if `e14 ≠ 0`, equality holds exactly for `q` along a face diagonal
and `u` along the cube axis normal to that face. -/
theorem stiffening_le_and_eq_iff {e14 eps φ : ℝ} {q u : Fin 3 → ℝ} (heps : 0 < eps)
    (h : IsTransverse q u) (hG : GaussLaw e14 eps φ q u) :
    stiffening e14 φ q u ≤ e14 ^ 2 / eps ∧
      (e14 ≠ 0 → (stiffening e14 φ q u = e14 ^ 2 / eps ↔
        ∃ i, q i = 0 ∧ u i ^ 2 = 1 ∧ ∀ j, j ≠ i → q j ^ 2 = 1 / 2)) := by
  -- eliminate the potential with Gauss's law
  have hE : stiffening e14 φ q u * eps = e14 ^ 2 * coupling q u ^ 2 := by
    unfold GaussLaw at hG
    rw [longitudinal_dField, h.unit_q] at hG
    rw [stiffening_eq]
    linear_combination -(e14 * coupling q u) * hG
  constructor
  · have hf : coupling q u ^ 2 ≤ 1 := by
      linarith [coupling_sq_le h, sq_nonneg (q 0 * q 1 * q 2)]
    rw [le_div_iff₀ heps, hE]
    exact mul_le_of_le_one_right (sq_nonneg e14) hf
  · intro he
    rw [← coupling_sq_eq_one_iff h, eq_div_iff heps.ne', hE]
    constructor
    · intro h'
      exact mul_left_cancel₀ (pow_ne_zero 2 he) (by linear_combination h')
    · intro h'
      rw [h', mul_one]

/-- The unit vector along [110]. -/
def dir110 : Fin 3 → ℝ := ![(Real.sqrt 2)⁻¹, (Real.sqrt 2)⁻¹, 0]

/-- The unit vector along [001]. -/
def dir001 : Fin 3 → ℝ := ![0, 0, 1]

/-- For nonzero permittivity, the [110] wave polarized along [001] is transverse, obeys
Gauss's law with potential `e14/eps`, and has stiffening `e14²/eps`. -/
theorem shear_110 (e14 : ℝ) {eps : ℝ} (heps : eps ≠ 0) :
    IsTransverse dir110 dir001 ∧ GaussLaw e14 eps (e14 / eps) dir110 dir001 ∧
      stiffening e14 (e14 / eps) dir110 dir001 = e14 ^ 2 / eps := by
  have hs : (Real.sqrt 2)⁻¹ ^ 2 = 1 / 2 := by
    rw [inv_pow, Real.sq_sqrt (by norm_num)]
    norm_num
  have h0 : dir110 0 = (Real.sqrt 2)⁻¹ := rfl
  have h1 : dir110 1 = (Real.sqrt 2)⁻¹ := rfl
  have h2 : dir110 2 = 0 := rfl
  have k0 : dir001 0 = 0 := rfl
  have k1 : dir001 1 = 0 := rfl
  have k2 : dir001 2 = 1 := rfl
  have hc : coupling dir110 dir001 = 1 := by
    unfold coupling
    rw [h0, h1, h2, k0, k1, k2]
    linear_combination 2 * hs
  have hT : IsTransverse dir110 dir001 := by
    constructor <;> simp only [dotProduct, Fin.sum_univ_three, h0, h1, h2, k0, k1, k2]
    · linear_combination 2 * hs
    · norm_num
    · ring
  refine ⟨hT, (gaussLaw_iff heps hT.unit_q).mpr (by rw [hc, mul_one]), ?_⟩
  rw [stiffening_eq, hc]
  ring

end

end ZincblendePiezoelectricStiffening
```

```lean
#print axioms ZincblendePiezoelectricStiffening.stiffening_le_and_eq_iff
-- 'ZincblendePiezoelectricStiffening.stiffening_le_and_eq_iff' depends on axioms: [propext, Classical.choice, Quot.sound]
#print axioms ZincblendePiezoelectricStiffening.shear_110
-- 'ZincblendePiezoelectricStiffening.shear_110' depends on axioms: [propext, Classical.choice, Quot.sound]
```

## From the tensor sums to the equality case

`longitudinal_dField` and `stiffening_eq` carry out the two tensor contractions: `simp` writes out the sums over three indices and `ring` compares the polynomials. `gaussLaw_iff` then solves a linear equation for $\varphi$.

`schur_unit` proves Schur's inequality first for the case in which the third number is the smallest. The facts `p1` and `p2` are the nonnegativity of the two terms in the identity above, and `nlinarith` combines them after one variable has been eliminated. The remaining cases follow by permuting the numbers.

In `coupling_sq_le`, `cs` is the Cauchy-Schwarz inequality in three dimensions. The equation `hw` says that subtracting $tq$ from $w$ leaves $f$ unchanged, which uses orthogonality, and `hn` computes the squared length $|w|^2-t^2$. Adding Schur's inequality completes the bound.

`planar_equality` is the two-variable problem left once a direction cosine vanishes. `coupling_sq_eq_one_iff` obtains that vanishing cosine from the term $27(q_0q_1q_2)^2$, applies the planar lemma for each of the three axes, and checks the converse by substitution.

For the main theorem, `hE` eliminates the potential in the form $\text{stiffening}\cdot\varepsilon=e_{14}^2f^2$. Dividing by $\varepsilon>0$ gives the bound, and cancelling $e_{14}^2\neq0$ transfers the equality case. In `shear_110`, the only number needed is $(1/\sqrt2)^2=1/2$, which gives $f=1$.

## A longitudinal wave exceeds the bound

If $q$ and $u$ remain unit vectors but need not be orthogonal, the bound fails. Take $q=u=(1,1,1)/\sqrt3$. Then $f=2/\sqrt3$, and the stiffening is $\tfrac43\,e_{14}^2/\varepsilon$. This is the strong [111] coupling you noticed, and it belongs to the longitudinal wave.

## Sound velocities from density functional perturbation theory

In the long-wave limit of an insulating zincblende crystal, with the field treated electrostatically, the result concerns the difference between elastic constants at zero macroscopic field and the slopes of the acoustic branches. A linear-response calculation supplies the elastic constants at zero field and $e_{14}$, both with the ions relaxed, and the static permittivity at fixed strain. For each direction one builds the elastic Christoffel matrix and adds the matrix $(e_{14}^2/\varepsilon)\,w_jw_k$. The eigenvalues of the sum are $\rho v^2$ for mass density $\rho$ and sound velocity $v$.

Along [110] we have $w=(0,0,1)$, so only the shear mode polarized along [001] changes:

$$\rho v^2=c_{44}+\frac{e_{14}^2}{\varepsilon},$$

with $c_{44}$ the shear constant at zero field. A phonon calculation done directly at a small nonzero wavevector includes the macroscopic field, so the slope of this branch yields the sum and not $c_{44}$ alone. The Christoffel matrix enters here as textbook elasticity; the Lean code treats only the added term, for a given $q$ and $u$.
